# The secular determinant of the eight-band Kane Hamiltonian without free-electron and remote-band terms

The Kane model describes an s-like conduction band coupled to p-like valence bands near the zone centre of a cubic semiconductor. Here the Hamiltonian is an 8×8 matrix on the orbitals S, X, Y, Z with spin. It contains the gap, the spin-orbit splitting and a coupling linear in the wave vector, and it omits the free-electron kinetic energy and all remote bands. The reduction of the crystal Hamiltonian to this matrix is assumed. The sheet computes the characteristic polynomial of the matrix and the condition for its eigenvalues.

```lean
import Mathlib

open Matrix
open scoped Kronecker

namespace KaneModel

noncomputable section
```

The indices 0, 1, 2 stand for $x, y, z$, or for the orbitals X, Y, Z; the spin indices 0, 1 stand for up and down. The Pauli matrices are $\sigma_m$.

```lean
/-- The three Pauli matrices. -/
def pauli : Fin 3 → Matrix (Fin 2) (Fin 2) ℂ :=
  ![!![0, 1; 1, 0], !![0, -Complex.I; Complex.I, 0], !![1, 0; 0, -1]]
```

The orbital angular momentum, in units of $\hbar$, has entries $(L_m)_{ij} = -i\,\epsilon_{mij}$, with $\epsilon_{012}=1$.

```lean
/-- Orbital angular momentum on the orbitals X, Y, Z: the entries are `-i ε_mij`. -/
def orbital : Fin 3 → Matrix (Fin 3) (Fin 3) ℂ :=
  ![!![0, 0, 0; 0, 0, -Complex.I; 0, Complex.I, 0],
    !![0, 0, Complex.I; 0, 0, 0; -Complex.I, 0, 0],
    !![0, -Complex.I, 0; Complex.I, 0, 0; 0, 0, 0]]
```

Write $M$ for the p block, `pBlock`. The real number $\Delta$ is the spin-orbit splitting of the valence band at $k=0$. Subtracting 1 from $L\cdot\sigma=\sum_m L_m\otimes\sigma_m$ puts the energy zero at the $j=3/2$ level.

```lean
/-- The p block `(Δ/3)(L·σ - 1)`, with spin-orbit splitting `Δ`. -/
def pBlock (Δ : ℝ) : Matrix (Fin 3 × Fin 2) (Fin 3 × Fin 2) ℂ :=
  ((Δ : ℂ) / 3) • ((∑ m, orbital m ⊗ₖ pauli m) - 1)
```

Write $C$ for the 2×6 matrix `coupling`, with entries $C_{s,(j,r)}=\delta_{sr}Pk_j$. The real constant $P$ stands for the momentum matrix element between S and the p orbitals, times $\hbar/m_0$ with $m_0$ the free-electron mass. A suitable phase of the S orbital makes it real.

```lean
/-- The spin-conserving coupling `P k_j` between the S orbital and the orbital `p_j`. -/
def coupling (P : ℝ) (k : Fin 3 → ℝ) : Matrix (Fin 2) (Fin 3 × Fin 2) ℂ :=
  Matrix.of fun s q => if s = q.2 then (P : ℂ) * (k q.1 : ℂ) else 0
```

The full matrix $H$ has $E_g$ on the S states, $M$ on the p states, and $C$ and $C^\dagger$ between them. The type `Fin 2 ⊕ Fin 3 × Fin 2` lists the two S states and then the six p states. The real number $E_g$ is the energy of the S states at $k=0$, measured from the $j=3/2$ level; it is the band gap when $E_g>0$ and $\Delta\ge0$. The theorems impose no sign on $E_g$, $\Delta$ or $P$.

```lean
/-- The 8×8 Kane Hamiltonian on (S, X, Y, Z) with spin. -/
def kaneH (Eg Δ P : ℝ) (k : Fin 3 → ℝ) :
    Matrix (Fin 2 ⊕ Fin 3 × Fin 2) (Fin 2 ⊕ Fin 3 × Fin 2) ℂ :=
  fromBlocks ((Eg : ℂ) • 1) (coupling P k) (coupling P k)ᴴ (pBlock Δ)
```

The name `secular` denotes the determinant $\det(E-N)$ as a function of a complex energy $E$.

```lean
/-- The secular determinant `det(E - N)` of a matrix `N`. -/
def secular {n : Type*} [Fintype n] [DecidableEq n] (N : Matrix n n ℂ) (E : ℂ) : ℂ :=
  (E • (1 : Matrix n n ℂ) - N).det
```

Two auxiliary matrices complete the set-up. The 6×2 matrix $B$, called `doublet`, has entries $B_{(i,s),t}=(\sigma_i)_{st}$.

```lean
/-- The matrix with entries `(σ_i)_st`, which sends a spinor to a p state with spin. -/
def doublet : Matrix (Fin 3 × Fin 2) (Fin 2) ℂ :=
  Matrix.of fun q t => pauli q.1 q.2 t
```

The matrix $\sigma\cdot k=\sum_m k_m\sigma_m$ uses the full vector $k$, not its direction.

```lean
/-- The spin projection `σ·k` along the wave vector, not normalised. -/
def sigmaDot (k : Fin 3 → ℝ) : Matrix (Fin 2) (Fin 2) ℂ :=
  ∑ m, (k m : ℂ) • pauli m
```

## (a) Continuity in the energy

Show that for any finite square complex matrix $N$ the map
$$E\mapsto\det(E-N)$$
is continuous on $\mathbb{C}$.

**Solution.** Each entry of $E-N$ is a constant or $E$ plus a constant, and the determinant is a polynomial in the entries. This will allow isolated energies to be left out later.

```lean
/-- The secular determinant is a continuous function of the energy. -/
theorem continuous_secular {n : Type*} [Fintype n] [DecidableEq n] (N : Matrix n n ℂ) :
    Continuous (secular N) := by
  unfold secular
  exact Continuous.matrix_det (by fun_prop)
```

## (b) Norms of the doublet states

Show that the columns of $B$ are orthogonal, with
$$B^\dagger B=3.$$

**Solution.** Summing over orbital and spin gives
$$(B^\dagger B)_{st}=\sum_{i,r}\overline{(\sigma_i)_{rs}}(\sigma_i)_{rt}=\sum_i(\sigma_i^\dagger\sigma_i)_{st}=3\,\delta_{st},$$
because each Pauli matrix is Hermitian and squares to 1. The normalised states are therefore the columns of $B/\sqrt3$. Lean checks the four entries separately.

```lean
/-- The two columns of `doublet` are orthogonal and have squared norm 3. -/
theorem doublet_gram : doubletᴴ * doublet = (3 : ℂ) • 1 := by
  ext s t
  fin_cases s <;> fin_cases t <;>
    simp [doublet, pauli, Matrix.mul_apply, Fintype.sum_prod_type, Fin.sum_univ_three,
      Fin.sum_univ_two] <;> norm_num
```

## (c) The p block as a multiple of a projector

Show that
$$M=-\frac{\Delta}{3}BB^\dagger.$$

**Solution.** The product rule for Pauli matrices gives
$$(BB^\dagger)_{(i,s),(j,t)}=(\sigma_i\sigma_j)_{st}=\delta_{ij}\delta_{st}+i\sum_m\epsilon_{ijm}(\sigma_m)_{st}.$$
Since $\epsilon_{ijm}=\epsilon_{mij}$, the last term is the corresponding entry of $-L\cdot\sigma$. Hence $BB^\dagger=1-L\cdot\sigma$, and multiplication by $-\Delta/3$ gives the claim. By (b), $BB^\dagger/3$ is the projector on the $j=1/2$ doublet, so $M$ equals $-\Delta$ there and 0 on the $j=3/2$ states.

In Lean, `fin_cases` runs through all 36 entries of the identity for $L\cdot\sigma$, and `module` collects the scalar factors.

```lean
/-- The p block vanishes on every p state orthogonal to the columns of `doublet`: the p block is
`-(Δ/3) B B†` with `B = doublet`. -/
theorem pBlock_eq (Δ : ℝ) : pBlock Δ = (-((Δ : ℂ) / 3)) • (doublet * doubletᴴ) := by
  -- the product rule of the Pauli matrices, entry by entry
  have h : ∑ m, orbital m ⊗ₖ pauli m = 1 - doublet * doubletᴴ := by
    ext ⟨i, s⟩ ⟨j, t⟩
    fin_cases i <;> fin_cases j <;> fin_cases s <;> fin_cases t <;>
      simp [doublet, pauli, orbital, Matrix.mul_apply, Fin.sum_univ_three,
        Fin.sum_univ_two]
  rw [pBlock, h]
  module
```

## (d) The p block alone

Show that
$$\det(E-M)=E^4(E+\Delta)^2.$$

**Solution.** For $E\neq0$, take out a factor $E$ from the 6×6 matrix and use $\det(1+XY)=\det(1+YX)$:
$$\det(E-M)=E^6\det\!\left(1+\frac{\Delta}{3E}BB^\dagger\right)=E^6\det\!\left(1+\frac{\Delta}{3E}B^\dagger B\right).$$
The last determinant is 2×2, and by (b) it equals $(1+\Delta/E)^2$. This gives the formula for $E\neq0$, and continuity extends it to $E=0$.

The steps `h1` and `h2` are the factorisation and the use of (b). The exchange of factors is `det_one_add_mul_comm`, and `Continuous.ext_on` supplies the missing energy.

```lean
/-- The secular determinant of the p block alone is `E⁴ (E + Δ)²`. -/
theorem secular_pBlock (Δ : ℝ) (E : ℂ) :
    secular (pBlock Δ) E = E ^ 4 * (E + Δ) ^ 2 := by
  refine congrFun (Continuous.ext_on (g := fun E : ℂ => E ^ 4 * (E + Δ) ^ 2)
    (dense_compl_singleton (0 : ℂ)) (continuous_secular _) (by fun_prop) ?_) E
  intro E hE
  have h0 : E ≠ 0 := hE
  have h1 : E • 1 - pBlock Δ
      = E • (1 + (((Δ : ℂ) / (3 * E)) • doublet) * doubletᴴ) := by
    rw [pBlock_eq, Matrix.smul_mul, smul_add, smul_smul,
      show E * ((Δ : ℂ) / (3 * E)) = (Δ : ℂ) / 3 by field_simp]
    module
  have h2 : 1 + doubletᴴ * (((Δ : ℂ) / (3 * E)) • doublet)
      = (1 + 3 * ((Δ : ℂ) / (3 * E))) • (1 : Matrix (Fin 2) (Fin 2) ℂ) := by
    rw [Matrix.mul_smul, doublet_gram]
    module
  have h3 : E + Δ = E * (1 + 3 * ((Δ : ℂ) / (3 * E))) := by field_simp
  -- exchange the factors to reduce the 6×6 determinant to a 2×2 one
  change (E • 1 - pBlock Δ).det = E ^ 4 * (E + Δ) ^ 2
  rw [h1, det_smul, det_one_add_mul_comm, h2, det_smul, det_one, h3]
  simp only [Fintype.card_prod, Fintype.card_fin]
  ring
```

## (e) The square of the spin projection

Show that
$$(\sigma\cdot k)(\sigma\cdot k)^\dagger=k^2,\qquad k^2=\sum_i k_i^2.$$

**Solution.** For real $k$ the matrix is Hermitian, so the product is $\sum_{i,j}k_ik_j\sigma_i\sigma_j$. The part of $\sigma_i\sigma_j$ antisymmetric in $i,j$ cancels against the symmetric $k_ik_j$, and $\delta_{ij}$ leaves $k^2$.

```lean
/-- The product of `σ·k` with its adjoint is `k²`. -/
theorem sigmaDot_mul_adjoint (k : Fin 3 → ℝ) :
    sigmaDot k * (sigmaDot k)ᴴ = (∑ i, (k i : ℂ) ^ 2) • 1 := by
  ext s t
  fin_cases s <;> fin_cases t <;>
    simp [sigmaDot, pauli, Matrix.mul_apply, Fin.sum_univ_three, Fin.sum_univ_two] <;>
    ring_nf <;> simp only [Complex.I_sq] <;> ring
```

## (f) Coupling of S to the doublet

Show that
$$CB=P\,\sigma\cdot k.$$

**Solution.** The spin delta in $C$ removes one sum:
$$(CB)_{st}=\sum_{j,r}\delta_{sr}Pk_j(\sigma_j)_{rt}=P\sum_jk_j(\sigma_j)_{st}.$$
For the normalised doublet states the coupling is $P\,\sigma\cdot k/\sqrt3$.

```lean
/-- Between the S orbital and the columns of `doublet` the coupling is `P σ·k`. -/
theorem coupling_mul_doublet (P : ℝ) (k : Fin 3 → ℝ) :
    coupling P k * doublet = (P : ℂ) • sigmaDot k := by
  ext s t
  fin_cases s <;> fin_cases t <;>
    simp [coupling, doublet, sigmaDot, pauli, Matrix.mul_apply, Fintype.sum_prod_type,
      Fin.sum_univ_three] <;> ring
```

## (g) Total coupling strength

Show that
$$CC^\dagger=P^2k^2.$$

**Solution.** Both spin deltas must be satisfied, so
$$(CC^\dagger)_{st}=\sum_{j,r}\delta_{sr}\delta_{tr}P^2k_j^2=\delta_{st}P^2k^2.$$

```lean
/-- The coupling times its adjoint is `P² k²` on the S orbital, for both spins. -/
theorem coupling_gram (P : ℝ) (k : Fin 3 → ℝ) :
    coupling P k * (coupling P k)ᴴ = ((P : ℂ) ^ 2 * ∑ i, (k i : ℂ) ^ 2) • 1 := by
  ext s t
  fin_cases s <;> fin_cases t <;>
    simp [coupling, Matrix.mul_apply, Fintype.sum_prod_type, Fin.sum_univ_three] <;> ring
```

## (h) Hermiticity

Show that
$$H^\dagger=H.$$

**Solution.** The off-diagonal blocks are adjoints of each other by definition. The S block is a real multiple of the identity, and (c) writes $M$ as a real multiple of the Hermitian matrix $BB^\dagger$.

```lean
/-- The Kane Hamiltonian is Hermitian. -/
theorem kaneH_isHermitian (Eg Δ P : ℝ) (k : Fin 3 → ℝ) : (kaneH Eg Δ P k).IsHermitian := by
  refine Matrix.IsHermitian.fromBlocks ?_ rfl ?_
  · simp [Matrix.IsHermitian, conjTranspose_smul]
  · rw [pBlock_eq]
    simp [Matrix.IsHermitian, conjTranspose_smul, conjTranspose_mul]
```

## (i) The full determinant

Show that for real $E_g,\Delta,P$, every real wave vector and every complex $E$,
$$\det(E-H)=E^2\left[E(E-E_g)(E+\Delta)-P^2k^2\left(E+\tfrac{2\Delta}{3}\right)\right]^2.$$

**Solution.** Leave out $E=0$ and $E=-\Delta$ for the moment. From (b) and (c),
$$M^2=\frac{\Delta^2}{9}B(B^\dagger B)B^\dagger=\frac{\Delta^2}{3}BB^\dagger=-\Delta M.$$
Therefore $(E-M)(E+\Delta+M)=E(E+\Delta)-\Delta M-M^2=E(E+\Delta)$, and
$$(E-M)^{-1}=\frac{E+\Delta+M}{E(E+\Delta)}.$$
By (c), (f) and (e),
$$CMC^\dagger=-\frac{\Delta}{3}(CB)(CB)^\dagger=-\frac{\Delta}{3}P^2k^2.$$
Together with (g), the Schur complement on the S states is $s$ times the 2×2 identity:
$$s=E-E_g-\frac{P^2k^2(E+2\Delta/3)}{E(E+\Delta)}.$$
The determinant of the block matrix is $\det(E-M)\,s^2$. With (d) this is
$$E^4(E+\Delta)^2s^2=E^2\,[E(E+\Delta)s]^2,$$
which is the stated formula. Both sides are continuous in $E$, so it also holds at the two omitted energies.

In the Lean proof, `hM` is the relation for $M^2$, `hinv` the inverse, `hCM` the product $CMC^\dagger$, and `hS` the Schur complement. The block formula is `det_fromBlocks₂₂`, and `hcubic` clears the denominator.

The same argument gives the same determinant for the common convention $iPk_j$, since $C$ enters only together with $C^\dagger$ and the phase cancels.

```lean
/-- Secular determinant of the Kane model, for every real wave vector and complex energy:
`det(E - H) = E² [E (E - Eg)(E + Δ) - P² k² (E + 2Δ/3)]²`. -/
theorem secular_kaneH (Eg Δ P : ℝ) (k : Fin 3 → ℝ) (E : ℂ) :
    secular (kaneH Eg Δ P k) E = E ^ 2 * (E * (E - Eg) * (E + Δ)
      - (P : ℂ) ^ 2 * (∑ i, (k i : ℂ) ^ 2) * (E + 2 * Δ / 3)) ^ 2 := by
  -- by continuity the energies 0 and -Δ may be left out
  refine congrFun (Continuous.ext_on (g := fun E : ℂ => E ^ 2 * (E * (E - Eg) * (E + Δ)
      - (P : ℂ) ^ 2 * (∑ i, (k i : ℂ) ^ 2) * (E + 2 * Δ / 3)) ^ 2)
    (dense_univ.sdiff_finite (Set.toFinite {0, -(Δ : ℂ)}))
    (continuous_secular _) (by fun_prop) ?_) E
  intro E hE
  have h0 : E ≠ 0 := fun h => hE.2 (by simp [h])
  have h1 : E + Δ ≠ 0 := fun h => hE.2 (by simp [eq_neg_of_add_eq_zero_left h])
  have hB : doublet * doubletᴴ * (doublet * doubletᴴ) = (3 : ℂ) • (doublet * doubletᴴ) := by
    rw [Matrix.mul_assoc, ← Matrix.mul_assoc doubletᴴ, doublet_gram, Matrix.smul_mul,
      Matrix.one_mul, Matrix.mul_smul]
  have hM : pBlock Δ * pBlock Δ = (-(Δ : ℂ)) • pBlock Δ := by
    rw [pBlock_eq, Matrix.smul_mul, Matrix.mul_smul, hB]
    module
  -- explicit inverse of the p block of E - H
  have hinv : (E • 1 - pBlock Δ) * ((E * (E + Δ))⁻¹ • ((E + Δ) • 1 + pBlock Δ)) = 1 := by
    have h : (E • 1 - pBlock Δ) * ((E + Δ) • 1 + pBlock Δ) = (E * (E + Δ)) • 1 := by
      simp only [Matrix.sub_mul, Matrix.mul_add, Matrix.smul_mul, Matrix.mul_smul,
        Matrix.one_mul, Matrix.mul_one, hM]
      module
    rw [Matrix.mul_smul, h, smul_smul, inv_mul_cancel₀ (mul_ne_zero h0 h1), one_smul]
  have hCM : coupling P k * pBlock Δ * (coupling P k)ᴴ
      = (-((Δ : ℂ) / 3 * ((P : ℂ) ^ 2 * ∑ i, (k i : ℂ) ^ 2))) • 1 := by
    have h : coupling P k * (doublet * doubletᴴ) * (coupling P k)ᴴ
        = (coupling P k * doublet) * (coupling P k * doublet)ᴴ := by
      rw [conjTranspose_mul]
      simp only [Matrix.mul_assoc]
    rw [pBlock_eq, Matrix.mul_smul, Matrix.smul_mul, h, coupling_mul_doublet,
      conjTranspose_smul, Matrix.smul_mul, Matrix.mul_smul, sigmaDot_mul_adjoint,
      Complex.star_def, Complex.conj_ofReal]
    module
  have hblock : E • 1 - kaneH Eg Δ P k = fromBlocks (E • 1 - (Eg : ℂ) • 1)
      (-coupling P k) (-(coupling P k)ᴴ) (E • 1 - pBlock Δ) := by
    ext (i | i) (j | j) <;> simp [kaneH, Matrix.one_apply]
  let _ : Invertible (E • 1 - pBlock Δ) := invertibleOfRightInverse _ _ hinv
  -- the Schur complement on the S orbital is a multiple of the identity
  obtain ⟨s, hs⟩ : ∃ s : ℂ, s = E - Eg - (E * (E + Δ))⁻¹ *
      ((E + Δ - Δ / 3) * ((P : ℂ) ^ 2 * ∑ i, (k i : ℂ) ^ 2)) := ⟨_, rfl⟩
  have hS : E • 1 - (Eg : ℂ) • 1 - (-coupling P k) *
      ((E * (E + Δ))⁻¹ • ((E + Δ) • 1 + pBlock Δ)) * (-(coupling P k)ᴴ)
      = s • (1 : Matrix (Fin 2) (Fin 2) ℂ) := by
    simp only [Matrix.neg_mul, Matrix.mul_neg, Matrix.mul_smul, Matrix.smul_mul,
      Matrix.mul_add, Matrix.add_mul, Matrix.mul_one, coupling_gram, hCM, hs]
    module
  have hcubic : E * (E - Eg) * (E + Δ)
      - (P : ℂ) ^ 2 * (∑ i, (k i : ℂ) ^ 2) * (E + 2 * Δ / 3) = E * (E + Δ) * s := by
    rw [hs, mul_sub (E * (E + Δ)), mul_inv_cancel_left₀ (mul_ne_zero h0 h1)]
    ring
  have hp : (E • 1 - pBlock Δ).det = E ^ 4 * (E + Δ) ^ 2 := secular_pBlock Δ E
  change (E • 1 - kaneH Eg Δ P k).det = E ^ 2 * (E * (E - Eg) * (E + Δ)
      - (P : ℂ) ^ 2 * (∑ i, (k i : ℂ) ^ 2) * (E + 2 * Δ / 3)) ^ 2
  rw [hcubic, hblock, det_fromBlocks₂₂, invOf_eq_right_inv hinv, hS, hp, det_smul, det_one,
    Fintype.card_fin]
  ring
```

## (j) The energy bands

Show that $E$ is an eigenvalue of $H$ exactly when
$$E=0\quad\text{or}\quad E(E-E_g)(E+\Delta)=P^2k^2\left(E+\tfrac{2\Delta}{3}\right).$$

**Solution.** A nonzero $v$ with $Hv=Ev$ exists exactly when $E-H$ has a nonzero kernel, that is, when $\det(E-H)=0$. By (i) this determinant is a product of two squares, and it vanishes exactly when one of the two bases does. In Lean, `Matrix.exists_mulVec_eq_zero_iff` links the kernel to the determinant.

For $E_g>0$ and $\Delta>0$, the cubic gives the conduction, light-hole and split-off bands of this truncated eight-band model, while the heavy-hole band stays flat at $E=0$.

A band-edge mass calculation starts by dividing the cubic by $E(E+\Delta)$:
$$E-E_g=\frac{P^2k^2}{3}\left(\frac2E+\frac1{E+\Delta}\right).$$
For $E_g>0$ and $\Delta\ge0$, setting $E=E_g$ on the right gives the conduction band to order $k^2$. Comparison with $\hbar^2k^2/2m^*$ yields
$$\frac1{m^*}=\frac{2P^2}{3\hbar^2}\left(\frac2{E_g}+\frac1{E_g+\Delta}\right),$$
to which the omitted free-electron term would add $1/m_0$. This expansion is an informal consequence of the cubic.

```lean
/-- A number `E` is an eigenvalue of the Kane Hamiltonian exactly when `E = 0` or
`E (E - Eg)(E + Δ) = P² k² (E + 2Δ/3)`. -/
theorem eigenvalue_iff (Eg Δ P : ℝ) (k : Fin 3 → ℝ) (E : ℂ) :
    (∃ v, v ≠ 0 ∧ kaneH Eg Δ P k *ᵥ v = E • v) ↔
      E = 0 ∨ E * (E - Eg) * (E + Δ)
        = (P : ℂ) ^ 2 * (∑ i, (k i : ℂ) ^ 2) * (E + 2 * Δ / 3) := by
  have h : ∀ v, kaneH Eg Δ P k *ᵥ v = E • v ↔ (E • 1 - kaneH Eg Δ P k) *ᵥ v = 0 := by
    intro v
    rw [Matrix.sub_mulVec, Matrix.smul_mulVec, Matrix.one_mulVec, sub_eq_zero, eq_comm]
  have hdet := secular_kaneH Eg Δ P k E
  unfold secular at hdet
  simp only [h]
  rw [Matrix.exists_mulVec_eq_zero_iff, hdet, mul_eq_zero, pow_eq_zero_iff two_ne_zero,
    pow_eq_zero_iff two_ne_zero, sub_eq_zero]

end

end KaneModel
```

```lean
#print axioms KaneModel.kaneH_isHermitian
#print axioms KaneModel.secular_kaneH
#print axioms KaneModel.eigenvalue_iff
```

```
'KaneModel.kaneH_isHermitian' depends on axioms: [propext, Classical.choice, Quot.sound]
'KaneModel.secular_kaneH' depends on axioms: [propext, Classical.choice, Quot.sound]
'KaneModel.eigenvalue_iff' depends on axioms: [propext, Classical.choice, Quot.sound]
```
